# A basis that misses part of the ground state costs at least the spectral gap times the missing weight

## An energy error of known sign and unknown size

Suppose a contracted basis made for one effective core potential is used with another. The contraction coefficients fix the shape of the valence functions near the core, and the new potential may need a different shape. The calculation still runs and returns a variational energy. The variational principle says that this energy is not below the ground-state energy, but it gives no minimum size for the error. A poor contraction and a good one get the same guarantee.

For one electron in the new potential, a spectral gap above the ground state supplies the missing number. The error is then at least the gap times the weight of the ground state that lies outside the basis, however the remaining coefficients are chosen.

## The Hamiltonian, the gap and the basis space

Let H be a symmetric linear operator on a real inner product space. It has a unit eigenvector f with energy e₀, and

⟨y, Hy⟩ ≥ e₁‖y‖² for every y orthogonal to f, with e₁ ≥ e₀.

The second condition stands for the excitation gap: any state without a ground-state component has an energy of at least e₁. In practice, e₁ can be the second-lowest eigenvalue, counted with multiplicity. If the ground state is degenerate, this gives e₁ = e₀, and the bound below reduces to the variational principle.

Let S be the space spanned by the contracted functions and P the orthogonal projector onto it. The missing weight is

w = 1 − ‖Pf‖².

The claim is that every unit vector x in S satisfies

⟨x, Hx⟩ ≥ e₀ + (e₁ − e₀) w.

## Deriving the lower bound

Write a = ⟨f, x⟩ and r = x − a f. Since ‖f‖ = 1,

⟨f, r⟩ = a − a = 0,

‖r‖² = ‖x‖² − 2a² + a² = 1 − a².

Insert x = a f + r into the energy:

⟨x, Hx⟩ = a²⟨f, Hf⟩ + a⟨f, Hr⟩ + a⟨r, Hf⟩ + ⟨r, Hr⟩.

The first term is e₀a². The cross terms vanish, because ⟨f, Hr⟩ = ⟨Hf, r⟩ = e₀⟨f, r⟩ = 0 and ⟨r, Hf⟩ = e₀⟨r, f⟩ = 0. The gap condition applies to r, so

⟨x, Hx⟩ ≥ e₀a² + e₁(1 − a²) = e₀ + (e₁ − e₀)(1 − a²).

It remains to bound a². The vector f − Pf is orthogonal to S, and x lies in S. Hence a = ⟨Pf, x⟩, and Cauchy–Schwarz gives a² ≤ ‖Pf‖². Because e₁ − e₀ ≥ 0, replacing a² by ‖Pf‖² can only lower the right-hand side, which proves the claim.

For orthonormal contracted functions gᵢ and x = Σᵢ cᵢgᵢ with Σᵢ cᵢ² = 1, Cauchy–Schwarz for the coefficients gives the same result with explicit overlaps:

a² = (Σᵢ cᵢ⟨f, gᵢ⟩)² ≤ Σᵢ ⟨f, gᵢ⟩².

## An upper bound, and a Hamiltonian that attains the lower one

If Pf ≠ 0, take the unit vector u = Pf/‖Pf‖ in S. Since f − Pf is orthogonal to Pf, ⟨f, Pf⟩ = ‖Pf‖², and so ⟨f, u⟩ = ‖Pf‖. If the energy of every y orthogonal to f is at most eMax‖y‖², the same splitting gives

⟨u, Hu⟩ ≤ e₀‖Pf‖² + eMax(1 − ‖Pf‖²) = e₀ + (eMax − e₀) w.

The two bounds meet when eMax = e₁. This happens for

Hx = e₁x + (e₀ − e₁)⟨f, x⟩f,

which gives f the energy e₀ and everything orthogonal to f the energy e₁. The lower bound therefore cannot be improved using e₀, e₁ and w alone when Pf ≠ 0.

## The overlap in a valence calculation

Take a one-electron Hamiltonian with the new core potential, in a large set of uncontracted Gaussians that includes all the primitives of the contracted functions. Diagonalising it gives f, e₀ and e₁. Let b be the column of overlaps bᵢ = ⟨f, gᵢ⟩ with the contracted functions, and s their overlap matrix. For linearly independent functions,

w = 1 − bᵀs⁻¹b,

which becomes 1 − Σᵢ bᵢ² when they are orthonormal.

With a single normalised function of overlap 0.99, w = 0.0199. If the gap is 0.1 hartree, the error is at least 1.99 millihartree. When f and all the gᵢ have the same symmetry, the calculation can be restricted to that symmetry block, and e₁ is then the next level within the block.

For this finite one-electron model, the estimate is a minimum error that no choice of coefficients can remove. Even with the best coefficients, the actual error may be larger. It is measured from the ground state of the large primitive set, not from the complete-basis limit.

## Reading the formal statement

`energy H x` is the quadratic form ⟨x, Hx⟩, an expectation value when x has unit norm. `GappedGroundState H f e₀ e₁` collects the assumptions: symmetry, normalisation, the eigenvalue equation, the gap condition and e₀ ≤ e₁. They are hypotheses on H, not consequences of a particular core potential.

The basis space is `S : Submodule ℝ E`, and `S.starProjection f` is Pf. The main theorem, `basis_error_lower_bound`, says that under these assumptions every x in S with `‖x‖ = 1` obeys the bound.

The operator `H : E →ₗ[ℝ] E` is defined on the whole space. This suits a Hamiltonian matrix in a finite orthonormal basis, which can be made from the Gaussians; an unbounded differential operator on its usual domain would need a different formulation. Vectors and coefficients are real.

In Lean 4 with Mathlib:

```lean
import Mathlib

open scoped InnerProductSpace

noncomputable section

namespace ContractedBasisError

variable {E : Type*} [NormedAddCommGroup E] [InnerProductSpace ℝ E]

/-- The quadratic form `⟨x, H x⟩`, which is the energy expectation value when `x` is a
unit vector. -/
def energy (H : E →ₗ[ℝ] E) (x : E) : ℝ := ⟪x, H x⟫_ℝ

/-- The symmetric Hamiltonian `H` has the unit eigenvector `f` with energy `e₀`, and its
energy on vectors orthogonal to `f` is at least `e₁ ≥ e₀` per unit squared norm. -/
structure GappedGroundState (H : E →ₗ[ℝ] E) (f : E) (e₀ e₁ : ℝ) : Prop where
  symm : H.IsSymmetric
  unit : ‖f‖ = 1
  eigen : H f = e₀ • f
  gap : ∀ y, ⟪f, y⟫_ℝ = 0 → e₁ * ‖y‖ ^ 2 ≤ energy H y
  le : e₀ ≤ e₁

/-- Removing from `x` its component along a unit vector `f` leaves a residual orthogonal
to `f`, whose squared norm is that of `x` less the squared overlap. -/
theorem residual_spec {f : E} (hn : ‖f‖ = 1) (x : E) :
    ⟪f, x - ⟪f, x⟫_ℝ • f⟫_ℝ = 0 ∧
      ‖x - ⟪f, x⟫_ℝ • f‖ ^ 2 = ‖x‖ ^ 2 - ⟪f, x⟫_ℝ ^ 2 := by
  constructor
  · rw [inner_sub_right, real_inner_smul_right, real_inner_self_eq_norm_sq, hn]
    ring
  · rw [norm_sub_sq_real, real_inner_smul_right, norm_smul, hn, Real.norm_eq_abs,
      mul_one, sq_abs, real_inner_comm f x]
    ring

/-- For a symmetric Hamiltonian with unit eigenvector `f`, the energy of `x` is the sum of
the energies of its component along `f` and of the residual. -/
theorem energy_split {H : E →ₗ[ℝ] E} {f : E} {e₀ : ℝ} (hs : H.IsSymmetric)
    (hn : ‖f‖ = 1) (hf : H f = e₀ • f) (x : E) :
    energy H x = e₀ * ⟪f, x⟫_ℝ ^ 2 + energy H (x - ⟪f, x⟫_ℝ • f) := by
  -- the three matrix elements that involve the eigenvector
  have h1 : ⟪f, H x⟫_ℝ = e₀ * ⟪f, x⟫_ℝ := by
    rw [← hs f x, hf, real_inner_smul_left]
  have h2 : ⟪x, H f⟫_ℝ = e₀ * ⟪f, x⟫_ℝ := by
    rw [hf, real_inner_smul_right, real_inner_comm f x]
  have h3 : ⟪f, H f⟫_ℝ = e₀ := by
    rw [hf, real_inner_smul_right, real_inner_self_eq_norm_sq, hn]
    ring
  simp only [energy, map_sub, map_smul, inner_sub_left, inner_sub_right,
    real_inner_smul_left, real_inner_smul_right, h1, h2, h3]
  ring

/-- Under the gap assumptions, the energy of a unit vector exceeds `e₀` by at least the gap
times the weight of the vector outside `f`. -/
theorem energy_ge_of_overlap {H : E →ₗ[ℝ] E} {f : E} {e₀ e₁ : ℝ}
    (h : GappedGroundState H f e₀ e₁) {x : E} (hx : ‖x‖ = 1) :
    e₀ + (e₁ - e₀) * (1 - ⟪f, x⟫_ℝ ^ 2) ≤ energy H x := by
  obtain ⟨horth, hnorm⟩ := residual_spec h.unit x
  have hgap := h.gap _ horth
  rw [hnorm, hx] at hgap
  rw [energy_split h.symm h.unit h.eigen x]
  linarith

/-- The squared overlap of `f` with a unit vector of the basis-set space `S` is at most the
squared norm of the projection of `f` onto `S`. -/
theorem overlap_sq_le (S : Submodule ℝ E) [S.HasOrthogonalProjection] (f : E) {x : E}
    (hxS : x ∈ S) (hx : ‖x‖ = 1) : ⟪f, x⟫_ℝ ^ 2 ≤ ‖S.starProjection f‖ ^ 2 := by
  -- the part of `f` outside `S` does not contribute to the overlap
  have h0 := Submodule.starProjection_inner_eq_zero (K := S) f x hxS
  rw [inner_sub_left] at h0
  have h1 : ⟪f, x⟫_ℝ = ⟪S.starProjection f, x⟫_ℝ := by linarith
  have h2 := abs_real_inner_le_norm (S.starProjection f) x
  rw [hx, mul_one] at h2
  rw [h1, ← sq_abs ⟪S.starProjection f, x⟫_ℝ]
  exact pow_le_pow_left₀ (abs_nonneg _) h2 2

/-- Error of a mismatched basis: under the gap assumptions, every unit vector of `S` has
energy at least `e₀` plus the gap times the weight of `f` that lies outside `S`. -/
theorem basis_error_lower_bound {H : E →ₗ[ℝ] E} {f : E} {e₀ e₁ : ℝ}
    (h : GappedGroundState H f e₀ e₁) (S : Submodule ℝ E) [S.HasOrthogonalProjection]
    {x : E} (hxS : x ∈ S) (hx : ‖x‖ = 1) :
    e₀ + (e₁ - e₀) * (1 - ‖S.starProjection f‖ ^ 2) ≤ energy H x := by
  have h1 := energy_ge_of_overlap h hx
  have h2 := mul_le_mul_of_nonneg_left (overlap_sq_le S f hxS hx) (sub_nonneg.mpr h.le)
  linarith

/-- For orthonormal contracted functions `g i` and normalised coefficients `c i`, the gap
assumptions bound the energy from below through the overlaps of `f` with the `g i`. -/
theorem contracted_functions_bound {ι : Type*} [Fintype ι] {H : E →ₗ[ℝ] E} {f : E}
    {e₀ e₁ : ℝ} (h : GappedGroundState H f e₀ e₁) {g : ι → E} (hg : Orthonormal ℝ g)
    {c : ι → ℝ} (hc : ∑ i, c i ^ 2 = 1) :
    e₀ + (e₁ - e₀) * (1 - ∑ i, ⟪f, g i⟫_ℝ ^ 2) ≤ energy H (∑ i, c i • g i) := by
  have hsq : ‖∑ i, c i • g i‖ ^ 2 = 1 := by
    rw [← real_inner_self_eq_norm_sq, hg.inner_sum]
    simpa [sq] using hc
  have hx : ‖∑ i, c i • g i‖ = 1 := by
    have := norm_nonneg (∑ i, c i • g i)
    nlinarith
  have hov : ⟪f, ∑ i, c i • g i⟫_ℝ = ∑ i, c i * ⟪f, g i⟫_ℝ := by
    rw [inner_sum]
    exact Finset.sum_congr rfl fun i _ => real_inner_smul_right _ _ _
  -- Cauchy-Schwarz for the coefficients and the overlaps
  have hcs := Finset.sum_mul_sq_le_sq_mul_sq Finset.univ c (fun i => ⟪f, g i⟫_ℝ)
  rw [hc, one_mul, ← hov] at hcs
  have h1 := energy_ge_of_overlap h hx
  have h2 := mul_le_mul_of_nonneg_left hcs (sub_nonneg.mpr h.le)
  linarith

/-- The normalised projection of `f` onto the basis-set space `S`, meant for `f` with
non-zero projection. -/
def projectedState (S : Submodule ℝ E) [S.HasOrthogonalProjection] (f : E) : E :=
  ‖S.starProjection f‖⁻¹ • S.starProjection f

/-- If `f` has a non-zero projection onto `S`, the projected state is a unit vector of `S`
whose overlap with `f` is the norm of that projection. -/
theorem projectedState_spec (S : Submodule ℝ E) [S.HasOrthogonalProjection] {f : E}
    (hp : S.starProjection f ≠ 0) :
    projectedState S f ∈ S ∧ ‖projectedState S f‖ = 1 ∧
      ⟪f, projectedState S f⟫_ℝ = ‖S.starProjection f‖ := by
  have hmem := Submodule.starProjection_apply_mem S f
  have hne := norm_ne_zero_iff.mpr hp
  have h0 := Submodule.starProjection_inner_eq_zero (K := S) f _ hmem
  rw [inner_sub_left, real_inner_self_eq_norm_sq] at h0
  refine ⟨S.smul_mem _ hmem, ?_, ?_⟩
  · rw [projectedState, norm_smul, norm_inv, norm_norm, inv_mul_cancel₀ hne]
  · rw [projectedState, real_inner_smul_right, sub_eq_zero.mp h0, sq,
      inv_mul_cancel_left₀ hne]

/-- Let `f` be a unit eigenvector of a symmetric `H`, with non-zero projection onto `S`. If the
energy orthogonal to `f` is at most `eMax` per unit squared norm, the projected state has energy at
most `e₀` plus `(eMax - e₀)` times the weight of `f` outside `S`. -/
theorem projectedState_energy_le {H : E →ₗ[ℝ] E} {f : E} {e₀ eMax : ℝ}
    (hs : H.IsSymmetric) (hn : ‖f‖ = 1) (hf : H f = e₀ • f)
    (hmax : ∀ y, ⟪f, y⟫_ℝ = 0 → energy H y ≤ eMax * ‖y‖ ^ 2)
    (S : Submodule ℝ E) [S.HasOrthogonalProjection] (hp : S.starProjection f ≠ 0) :
    energy H (projectedState S f) ≤
      e₀ + (eMax - e₀) * (1 - ‖S.starProjection f‖ ^ 2) := by
  obtain ⟨-, hx, hov⟩ := projectedState_spec S hp
  obtain ⟨horth, hnorm⟩ := residual_spec hn (projectedState S f)
  have h1 := hmax _ horth
  have h2 := energy_split hs hn hf (projectedState S f)
  rw [hnorm, hx] at h1
  rw [hov] at h1 h2
  linarith

/-- The two-level Hamiltonian `e₁ + (e₀ - e₁) |f⟩⟨f|`. -/
def twoLevel (f : E) (e₀ e₁ : ℝ) : E →ₗ[ℝ] E where
  toFun x := e₁ • x + ((e₀ - e₁) * ⟪f, x⟫_ℝ) • f
  map_add' x y := by
    simp only [inner_add_right]
    module
  map_smul' r x := by
    simp only [real_inner_smul_right, RingHom.id_apply]
    module

/-- For a unit vector `f` and `e₀ ≤ e₁`, the two-level Hamiltonian meets the gap
assumptions. -/
theorem twoLevel_witness {f : E} (hn : ‖f‖ = 1) {e₀ e₁ : ℝ} (he : e₀ ≤ e₁) :
    GappedGroundState (twoLevel f e₀ e₁) f e₀ e₁ := by
  have happ : ∀ x, twoLevel f e₀ e₁ x = e₁ • x + ((e₀ - e₁) * ⟪f, x⟫_ℝ) • f :=
    fun _ => rfl
  refine ⟨?_, hn, ?_, ?_, he⟩
  · intro x y
    simp only [happ, inner_add_left, inner_add_right, real_inner_smul_left,
      real_inner_smul_right]
    rw [real_inner_comm f x]
    ring
  · rw [happ, real_inner_self_eq_norm_sq, hn]
    module
  · intro y hy
    have hEq : energy (twoLevel f e₀ e₁) y = e₁ * ‖y‖ ^ 2 := by
      simp only [energy, happ, hy, mul_zero, zero_smul, add_zero, real_inner_smul_right,
        real_inner_self_eq_norm_sq]
    exact hEq.ge

/-- The lower bound is sharp: for the two-level Hamiltonian with unit `f` and `e₀ ≤ e₁`, the
projected state attains it in every `S` onto which `f` has a non-zero projection. -/
theorem basis_error_sharp {f : E} (hn : ‖f‖ = 1) {e₀ e₁ : ℝ} (he : e₀ ≤ e₁)
    (S : Submodule ℝ E) [S.HasOrthogonalProjection] (hp : S.starProjection f ≠ 0) :
    energy (twoLevel f e₀ e₁) (projectedState S f) =
      e₀ + (e₁ - e₀) * (1 - ‖S.starProjection f‖ ^ 2) := by
  have h := twoLevel_witness hn he
  obtain ⟨hmem, hx, -⟩ := projectedState_spec S hp
  -- the upper and lower estimates coincide when all excited levels are equal
  refine le_antisymm (projectedState_energy_le h.symm hn h.eigen ?_ S hp)
    (basis_error_lower_bound h S hmem hx)
  intro y hy
  have happ : twoLevel f e₀ e₁ y = e₁ • y + ((e₀ - e₁) * ⟪f, y⟫_ℝ) • f := rfl
  have hEq : energy (twoLevel f e₀ e₁) y = e₁ * ‖y‖ ^ 2 := by
    simp only [energy, happ, hy, mul_zero, zero_smul, add_zero, real_inner_smul_right,
      real_inner_self_eq_norm_sq]
  exact hEq.le

end ContractedBasisError
```

```lean
#print axioms ContractedBasisError.basis_error_lower_bound
-- 'ContractedBasisError.basis_error_lower_bound' depends on axioms: [propext, Classical.choice, Quot.sound]
#print axioms ContractedBasisError.contracted_functions_bound
-- 'ContractedBasisError.contracted_functions_bound' depends on axioms: [propext, Classical.choice, Quot.sound]
#print axioms ContractedBasisError.basis_error_sharp
-- 'ContractedBasisError.basis_error_sharp' depends on axioms: [propext, Classical.choice, Quot.sound]
```

## From the residual to the main theorem

`residual_spec` proves the orthogonality and the norm of r. `energy_split` removes the cross terms. It expands the energy of x − a f, using the three matrix elements `h1`, `h2` and `h3`, and `ring` collects what is left.

`energy_ge_of_overlap` applies the gap condition to the residual, and `linarith` combines the result with the split energy. `overlap_sq_le` supplies a² ≤ ‖Pf‖². In `basis_error_lower_bound`, that inequality is multiplied by the non-negative number e₁ − e₀, the one place in this chain where `h.le` is used.

`contracted_functions_bound` does not pass through the projector. It first shows that the expansion has unit norm, then uses `Finset.sum_mul_sq_le_sq_mul_sq`, the Cauchy–Schwarz inequality for finite sums.

`projectedState` is u, and `projectedState_spec` gives its membership in S, its norm and its overlap with f. `projectedState_energy_le` inserts these into the energy splitting. `twoLevel_witness` checks that the explicit Hamiltonian meets every gap assumption, and `basis_error_sharp` obtains equality by applying `le_antisymm` to the upper and lower bounds.

## One orthogonality lemma, used twice

The geometric input is Mathlib's `Submodule.starProjection_inner_eq_zero`: for any vector v and any z in S, the inner product of v − Pv with z is zero.

In `overlap_sq_le`, z is the trial vector x, and the lemma yields ⟨f, x⟩ = ⟨Pf, x⟩. In `projectedState_spec`, z is Pf itself, and the same lemma yields ⟨f, Pf⟩ = ‖Pf‖². The first use limits the overlap of every trial vector; the second shows that u reaches the limit.

`starProjection` returns a vector of the full space E, so Pf can be subtracted from f directly, without converting between S and E. The condition `S.HasOrthogonalProjection` says that the required decomposition exists for every vector. Any finite-dimensional S satisfies it, even if E is not complete, so a finite set of contracted functions always qualifies.
